# Single-pole excitation energies ω₀ ± K from exact exchange with one real orbital per spin

## From an orbital gap to two excitation energies

To estimate the singlet and triplet energies of one orbital transition in a closed-shell two-electron system, take the Kohn–Sham orbital gap ω₀ and one integral K. With exchange as the only correction to Hartree, add K for the singlet and subtract it for the triplet. This is the adiabatic single-pole estimate of time-dependent density-functional theory, without correlation and without coupling to other transitions or to de-excitations.

The system lives on a finite grid. The real symmetric matrix w holds the interaction between grid points, and ⟨x, w y⟩ = Σij x(i) w(i,j) y(j). The occupied orbital φ and the virtual orbital ψ, real and normalised, have the transition density q(i) = φ(i)ψ(i), and

K = ⟨q, w q⟩.

Positive semidefinite w means that no charge distribution has negative self-interaction energy, so K ≥ 0.

## What is stated

`fockExchange_eq` turns Fock exchange into a functional of the spin densities. `exchange_hessian` gives its Hessian −w/2 in the total density n, shared equally between the spins. `energy_hessian` identifies `kernel` as the second variation of Hartree energy plus a fraction α of exchange. `singlePole_eigenvalues` gives the eigenvalues ω₀ + (2−α)K and ω₀ − αK; `exactExchange_excitations` is the case α = 1 with K ≥ 0.

In Lean, `coulomb w x y` is ⟨x, w y⟩, with any grid weights absorbed into w, and `Fin 2` labels spin, except in `dimer_witness`, where it labels the two sites. `HasSecondVariation` takes E(x + s h + t k) for real s and t, and asks for a true derivative in t at 0 for every s, then a derivative of the result in s at 0. An eigenvalue is a number ω with a nonzero eigenvector.

The single-pole matrix `singlePole`, with ω₀ on the diagonal plus the kernel between transition densities, is taken as a definition and is not derived from the time-dependent equations. In the theorems the gap ω₀ is a free parameter, and φ and ψ are not assumed to be orthonormal or to solve any orbital equation. The fraction α scales a density-functional kernel; the nonlocal exchange operator of the usual hybrid calculation would in general give a different matrix element.

## The derivation

For one real orbital per spin, the density-matrix products regroup:

Ex = −½ Σσ Σij φσ(i)φσ(j) w(i,j) φσ(j)φσ(i) = −½ Σσ ⟨nσ, w nσ⟩, with nσ(i) = φσ(i)².

At nσ = n/2 this is −¼⟨n, w n⟩. Replacing n by n + s h + t k, the coefficient of st is

−¼(⟨h, w k⟩ + ⟨k, w h⟩) = −½⟨h, w k⟩.

The same expansion of

½ Σστ ⟨ρσ, w ρτ⟩ − (α/2) Σσ ⟨ρσ, w ρσ⟩

gives the kernel (1−α)w for equal spins and w for opposite spins. Between transition densities, the single-pole matrix therefore has diagonal entries ω₀ + (1−α)K and off-diagonal entries K. Adding and subtracting the two rows of its eigenvalue equation gives

(ω − ω₀ − (2−α)K)(v₀ + v₁) = 0,

(ω − ω₀ + αK)(v₀ − v₁) = 0.

A nonzero v has a nonzero sum or difference, so ω is one of the two values. Both occur, with normalised eigenvectors (1, 1)/√2 and (1, −1)/√2. In the first the two spin densities respond equally, which is the singlet; in the second they respond oppositely, which is the triplet. Their separation is 2K for every α.

The values coincide exactly when K = 0. Then, with y = w q, positivity gives for every real s

0 ≤ ⟨q + s y, w(q + s y)⟩ = 2s⟨y, y⟩ + s²⟨y, w y⟩.

The discriminant 4⟨y, y⟩² cannot be positive, so w q = 0. Conversely, w q = 0 gives K = 0.

## A dimer, and a loss of positivity

Two sites with on-site repulsion U, inter-site repulsion V and |V| ≤ U have even and odd orbitals (1, ±1)/√2. Then q = (½, −½) and K = (U−V)/2. At U = V the splitting vanishes although q does not.

Without positivity, the values can coincide although w q ≠ 0. For w = diag(1, −1) and the same q, K = ¼ − ¼ = 0, but w q = (½, ½).

```lean
import Mathlib

open Matrix

namespace ExactExchangeSinglePole

noncomputable section

variable {ι : Type*} [Fintype ι]

/-- The interaction `⟨x, w y⟩` of two charge distributions on the grid. -/
def coulomb (w : Matrix ι ι ℝ) (x y : ι → ℝ) : ℝ := x ⬝ᵥ w *ᵥ y

/-- Fock exchange energy of one real orbital per spin, written with the
density matrices `φ σ i * φ σ j`. -/
def fockExchange (w : Matrix ι ι ℝ) (φ : Fin 2 → ι → ℝ) : ℝ :=
  -(1 / 2) * ∑ σ, ∑ i, ∑ j, (φ σ i * φ σ j) * w i j * (φ σ j * φ σ i)

/-- The exchange functional of the two spin densities. -/
def exchange (w : Matrix ι ι ℝ) (ρ : Fin 2 → ι → ℝ) : ℝ :=
  -(1 / 2) * ∑ σ, coulomb w (ρ σ) (ρ σ)

/-- Hartree energy plus a fraction `α` of exchange. -/
def energy (α : ℝ) (w : Matrix ι ι ℝ) (ρ : Fin 2 → ι → ℝ) : ℝ :=
  1 / 2 * (∑ σ, ∑ τ, coulomb w (ρ σ) (ρ τ)) + α * exchange w ρ

/-- The spin-resolved kernel: `(1 - α) w` for equal spins, `w` for opposite spins. -/
def kernel (α : ℝ) (w : Matrix ι ι ℝ) (σ τ : Fin 2) : Matrix ι ι ℝ :=
  (1 - if σ = τ then α else 0) • w

/-- The functional `E` has the mixed second derivative `c` at `x` along `h` and `k`. -/
def HasSecondVariation {V : Type*} [AddCommGroup V] [Module ℝ V]
    (E : V → ℝ) (x h k : V) (c : ℝ) : Prop :=
  ∃ g : ℝ → ℝ, (∀ s, HasDerivAt (fun t : ℝ => E (x + s • h + t • k)) (g s) 0) ∧
    HasDerivAt g c 0

/-- The product of an occupied and a virtual orbital. -/
def transitionDensity (φ ψ : ι → ℝ) : ι → ℝ := fun i => φ i * ψ i

/-- The spin single-pole matrix: the orbital gap `ω₀` on the diagonal plus the
kernel between transition densities. -/
def singlePole (α : ℝ) (w : Matrix ι ι ℝ) (ω₀ : ℝ) (φ ψ : ι → ℝ) :
    Matrix (Fin 2) (Fin 2) ℝ :=
  Matrix.of fun σ τ => (if σ = τ then ω₀ else 0) +
    coulomb (kernel α w σ τ) (transitionDensity φ ψ) (transitionDensity φ ψ)

/-- For a symmetric interaction the two charge distributions may be exchanged. -/
lemma coulomb_comm {w : Matrix ι ι ℝ} (hw : w.IsSymm) (x y : ι → ℝ) :
    coulomb w x y = coulomb w y x := by
  unfold coulomb
  rw [Matrix.dotProduct_mulVec, ← Matrix.mulVec_transpose, hw.eq, dotProduct_comm]

/-- Scaling the interaction scales the interaction energy. -/
lemma coulomb_smul (c : ℝ) (w : Matrix ι ι ℝ) (x y : ι → ℝ) :
    coulomb (c • w) x y = c * coulomb w x y := by
  simp only [coulomb, dotProduct, Matrix.mulVec, Matrix.smul_apply, smul_eq_mul,
    Finset.mul_sum]
  exact Finset.sum_congr rfl fun i _ => Finset.sum_congr rfl fun j _ => by ring

/-- Expansion of the interaction energy when both distributions are displaced
along two directions. -/
lemma coulomb_expand (w : Matrix ι ι ℝ) (x h k x' h' k' : ι → ℝ) (s t : ℝ) :
    coulomb w (x + s • h + t • k) (x' + s • h' + t • k') =
      coulomb w x x' + s * (coulomb w x h' + coulomb w h x')
      + t * (coulomb w x k' + coulomb w k x') + s ^ 2 * coulomb w h h'
      + t ^ 2 * coulomb w k k' + s * t * (coulomb w h k' + coulomb w k h') := by
  simp only [coulomb, Matrix.mulVec_add, Matrix.mulVec_smul, dotProduct_add,
    add_dotProduct, smul_dotProduct, dotProduct_smul, smul_eq_mul]
  ring

/-- The mixed second derivative of a quadratic functional is the coefficient of `s * t`. -/
lemma secondVariation_of_quadratic {V : Type*} [AddCommGroup V] [Module ℝ V]
    {E : V → ℝ} {x h k : V} (c₁ c₂ c : ℝ)
    (hE : ∀ s t : ℝ, E (x + s • h + t • k) =
      E x + s * c₁ + t * c₂ + s ^ 2 * E h + t ^ 2 * E k + s * t * c) :
    HasSecondVariation E x h k c := by
  refine ⟨fun s => c₂ + c * s, fun s => ?_, ?_⟩
  · have e : (fun t : ℝ => E (x + s • h + t • k)) = fun t : ℝ =>
        (E x + s * c₁ + s ^ 2 * E h) + ((c₂ + c * s) * t + E k * t ^ 2) := by
      funext t
      rw [hE]
      ring
    rw [e]
    have d := (((hasDerivAt_id' (0 : ℝ)).const_mul (c₂ + c * s)).fun_add
      (((hasDerivAt_id' (0 : ℝ)).fun_pow 2).const_mul (E k))).const_add
      (E x + s * c₁ + s ^ 2 * E h)
    exact d.congr_deriv (by simp)
  · exact (((hasDerivAt_id' (0 : ℝ)).const_mul c).const_add c₂).congr_deriv (by simp)

/-- With one real orbital per spin, Fock exchange is an explicit functional of
the spin densities `φ σ i ^ 2`. -/
theorem fockExchange_eq (w : Matrix ι ι ℝ) (φ : Fin 2 → ι → ℝ) :
    fockExchange w φ = exchange w (fun σ i => φ σ i ^ 2) := by
  simp only [fockExchange, exchange, coulomb, dotProduct, Matrix.mulVec, Finset.mul_sum]
  exact Finset.sum_congr rfl fun σ _ => Finset.sum_congr rfl fun i _ =>
    Finset.sum_congr rfl fun j _ => by ring

/-- For symmetric `w` and a density shared equally between the spins, the Hessian of exchange in the
total density is `-w/2`. -/
theorem exchange_hessian {w : Matrix ι ι ℝ} (hw : w.IsSymm) (n h k : ι → ℝ) :
    HasSecondVariation (fun m : ι → ℝ => exchange w (fun _ => (1 / 2 : ℝ) • m))
      n h k (coulomb ((-(1 / 2) : ℝ) • w) h k) := by
  have e : (fun m : ι → ℝ => exchange w (fun _ => (1 / 2 : ℝ) • m)) =
      fun m => -(1 / 4) * coulomb w m m := by
    funext m
    simp only [exchange, coulomb, Fin.sum_univ_two, Matrix.mulVec_smul,
      smul_dotProduct, dotProduct_smul, smul_eq_mul]
    ring
  rw [e, coulomb_smul]
  refine secondVariation_of_quadratic (-(1 / 2) * coulomb w n h)
    (-(1 / 2) * coulomb w n k) _ fun s t => ?_
  simp only [coulomb_expand]
  rw [coulomb_comm hw h n, coulomb_comm hw k n, coulomb_comm hw k h]
  ring

/-- For symmetric `w`, the spin-resolved kernel is the second variation of Hartree plus scaled
exchange energy with respect to the spin densities. -/
theorem energy_hessian (α : ℝ) {w : Matrix ι ι ℝ} (hw : w.IsSymm)
    (ρ h k : Fin 2 → ι → ℝ) :
    HasSecondVariation (energy α w) ρ h k
      (∑ σ, ∑ τ, coulomb (kernel α w σ τ) (h σ) (k τ)) := by
  refine secondVariation_of_quadratic
    (∑ σ, ∑ τ, coulomb (kernel α w σ τ) (ρ σ) (h τ))
    (∑ σ, ∑ τ, coulomb (kernel α w σ τ) (ρ σ) (k τ)) _ fun s t => ?_
  have k00 : kernel α w 0 0 = (1 - α) • w := by simp [kernel]
  have k11 : kernel α w 1 1 = (1 - α) • w := by simp [kernel]
  have k01 : kernel α w 0 1 = w := by simp [kernel]
  have k10 : kernel α w 1 0 = w := by simp [kernel]
  -- symmetry of `w` merges the two orderings of every cross term
  have c1 := fun σ τ => coulomb_comm hw (h σ) (ρ τ)
  have c2 := fun σ τ => coulomb_comm hw (k σ) (ρ τ)
  have c3 := fun σ τ => coulomb_comm hw (k σ) (h τ)
  simp only [energy, exchange, Fin.sum_univ_two, Pi.add_apply, Pi.smul_apply,
    coulomb_expand, k00, k11, k01, k10, coulomb_smul]
  simp only [c1, c2, c3]
  ring

/-- The eigenvalues of the single-pole matrix with exchange fraction `α` are exactly `ω₀ + (2 - α)
K` and `ω₀ - α K`, where `K = ⟨q, w q⟩` and `q` is the transition density. -/
theorem singlePole_eigenvalues (α : ℝ) (w : Matrix ι ι ℝ) (ω₀ ω : ℝ) (φ ψ : ι → ℝ) :
    (∃ v : Fin 2 → ℝ, v ≠ 0 ∧ singlePole α w ω₀ φ ψ *ᵥ v = ω • v) ↔
      ω = ω₀ + (2 - α) * coulomb w (transitionDensity φ ψ) (transitionDensity φ ψ) ∨
      ω = ω₀ - α * coulomb w (transitionDensity φ ψ) (transitionDensity φ ψ) := by
  have hM : singlePole α w ω₀ φ ψ = _ := rfl
  set K := coulomb w (transitionDensity φ ψ) (transitionDensity φ ψ) with hK
  have m : singlePole α w ω₀ φ ψ =
      !![ω₀ + (1 - α) * K, K; K, ω₀ + (1 - α) * K] := by
    ext i j
    fin_cases i <;> fin_cases j <;> simp [singlePole, kernel, coulomb_smul, hK]
  clear hM
  rw [m]
  constructor
  · rintro ⟨v, hv, h⟩
    have e0 := congrFun h 0
    have e1 := congrFun h 1
    simp only [Matrix.mulVec, dotProduct, Fin.sum_univ_two, Matrix.of_apply,
      Matrix.cons_val_zero, Matrix.cons_val_one, Pi.smul_apply, smul_eq_mul] at e0 e1
    -- the sum and the difference of the spin components decouple
    have hs : (ω - (ω₀ + (2 - α) * K)) * (v 0 + v 1) = 0 := by
      linear_combination -e0 - e1
    have hd : (ω - (ω₀ - α * K)) * (v 0 - v 1) = 0 := by
      linear_combination -e0 + e1
    rcases mul_eq_zero.mp hs with a | a
    · exact Or.inl (sub_eq_zero.mp a)
    rcases mul_eq_zero.mp hd with b | b
    · exact Or.inr (sub_eq_zero.mp b)
    refine absurd ?_ hv
    ext i
    fin_cases i
    · change v 0 = 0
      linarith
    · change v 1 = 0
      linarith
  · rintro (h | h)
    · refine ⟨![1, 1], fun h0 => by simpa using congrFun h0 0, ?_⟩
      ext i
      fin_cases i <;> simp [Matrix.mulVec, dotProduct, Fin.sum_univ_two, h] <;> ring
    · refine ⟨![1, -1], fun h0 => by simpa using congrFun h0 0, ?_⟩
      ext i
      fin_cases i <;> simp [Matrix.mulVec, dotProduct, Fin.sum_univ_two, h] <;> ring

/-- With full exchange and a positive semidefinite interaction, `K ≥ 0` and the
eigenvalues of the single-pole matrix are exactly `ω₀ + K` and `ω₀ - K`. -/
theorem exactExchange_excitations {w : Matrix ι ι ℝ} (hpos : ∀ x, 0 ≤ coulomb w x x)
    (ω₀ : ℝ) (φ ψ : ι → ℝ) :
    ∃ K, K = coulomb w (transitionDensity φ ψ) (transitionDensity φ ψ) ∧ 0 ≤ K ∧
      ∀ ω, (∃ v : Fin 2 → ℝ, v ≠ 0 ∧ singlePole 1 w ω₀ φ ψ *ᵥ v = ω • v) ↔
        ω = ω₀ + K ∨ ω = ω₀ - K := by
  refine ⟨_, rfl, hpos _, fun ω => ?_⟩
  rw [singlePole_eigenvalues, one_mul, show (2 : ℝ) - 1 = 1 by norm_num, one_mul]

/-- For a symmetric positive semidefinite interaction, the two eigenvalues `ω₀ + (2 - α) K` and `ω₀
- α K` coincide exactly when the transition density produces no potential on the grid. -/
theorem degenerate_iff {w : Matrix ι ι ℝ} (hw : w.IsSymm)
    (hpos : ∀ x, 0 ≤ coulomb w x x) (α ω₀ : ℝ) (φ ψ : ι → ℝ) :
    ω₀ + (2 - α) * coulomb w (transitionDensity φ ψ) (transitionDensity φ ψ) =
      ω₀ - α * coulomb w (transitionDensity φ ψ) (transitionDensity φ ψ) ↔
    w *ᵥ transitionDensity φ ψ = 0 := by
  generalize transitionDensity φ ψ = q
  constructor
  · intro h
    have h0 : coulomb w q q = 0 := by linarith
    have hy : coulomb w (w *ᵥ q) q = (w *ᵥ q) ⬝ᵥ (w *ᵥ q) := rfl
    -- positivity along the line `q + s w q` bounds a discriminant
    have hd := discrim_le_zero (a := coulomb w (w *ᵥ q) (w *ᵥ q))
      (b := 2 * coulomb w (w *ᵥ q) q) (c := 0) (fun s => by
        have p := hpos (q + s • (w *ᵥ q) + (0 : ℝ) • (w *ᵥ q))
        rw [coulomb_expand, coulomb_comm hw q (w *ᵥ q), h0] at p
        linarith)
    unfold discrim at hd
    have hz : coulomb w (w *ᵥ q) q = 0 := by
      apply pow_eq_zero_iff (two_ne_zero) |>.mp
      nlinarith [sq_nonneg (coulomb w (w *ᵥ q) q)]
    exact dotProduct_self_eq_zero.mp (hy.symm.trans hz)
  · intro h
    have h0 : coulomb w q q = 0 := by simp [coulomb, h]
    rw [h0]
    ring

/-- A two-site dimer with on-site repulsion `U`, inter-site repulsion `V` and `|V| ≤ U` has a
symmetric positive semidefinite interaction, and its even and odd orbitals give `K = (U - V) / 2`.
-/
theorem dimer_witness {U V c : ℝ} (hV : |V| ≤ U) (hc : c ^ 2 = 1 / 2) :
    (!![U, V; V, U] : Matrix (Fin 2) (Fin 2) ℝ).IsSymm ∧
    (∀ x, 0 ≤ coulomb !![U, V; V, U] x x) ∧
    coulomb !![U, V; V, U] (transitionDensity ![c, c] ![c, -c])
      (transitionDensity ![c, c] ![c, -c]) = (U - V) / 2 := by
  have e : ∀ x : Fin 2 → ℝ, coulomb !![U, V; V, U] x x =
      U * x 0 ^ 2 + 2 * V * x 0 * x 1 + U * x 1 ^ 2 := by
    intro x
    simp [coulomb, Matrix.mulVec, dotProduct, Fin.sum_univ_two]
    ring
  obtain ⟨h1, h2⟩ := abs_le.mp hV
  refine ⟨Matrix.IsSymm.ext fun i j => ?_, fun x => ?_, ?_⟩
  · fin_cases i <;> fin_cases j <;> rfl
  · rw [e]
    nlinarith [mul_nonneg (by linarith : 0 ≤ U + V) (sq_nonneg (x 0 + x 1)),
      mul_nonneg (by linarith : 0 ≤ U - V) (sq_nonneg (x 0 - x 1))]
  · rw [e]
    have t0 : transitionDensity ![c, c] ![c, -c] 0 = c * c := rfl
    have t1 : transitionDensity ![c, c] ![c, -c] 1 = c * -c := rfl
    rw [t0, t1]
    linear_combination 2 * (U - V) * (c ^ 2 + 1 / 2) * hc

end

end ExactExchangeSinglePole
```

```lean
#print axioms ExactExchangeSinglePole.exchange_hessian
#print axioms ExactExchangeSinglePole.energy_hessian
#print axioms ExactExchangeSinglePole.exactExchange_excitations
#print axioms ExactExchangeSinglePole.degenerate_iff
```

```
'ExactExchangeSinglePole.exchange_hessian' depends on axioms: [propext, Classical.choice, Quot.sound]
'ExactExchangeSinglePole.energy_hessian' depends on axioms: [propext, Classical.choice, Quot.sound]
'ExactExchangeSinglePole.exactExchange_excitations' depends on axioms: [propext, Classical.choice, Quot.sound]
'ExactExchangeSinglePole.degenerate_iff' depends on axioms: [propext, Classical.choice, Quot.sound]
```

## How the proof follows the algebra

`coulomb_expand` performs the two-direction expansion, and `coulomb_comm` uses the symmetry of w to merge its cross terms. `secondVariation_of_quadratic` then reads off the coefficient of st as a mixed derivative. Both Hessian theorems rest on these lemmas.

In `singlePole_eigenvalues`, `m` rewrites the single-pole matrix as an explicit 2×2 matrix. The two `linear_combination` steps produce the decoupled equations `hs` and `hd`, and the converse supplies the vectors `![1, 1]` and `![1, -1]`. This theorem needs neither symmetry nor positivity of w.

`degenerate_iff` uses both: `discrim_le_zero` supplies the discriminant bound, and `dotProduct_self_eq_zero` concludes that w q vanishes. In `dimer_witness`, positivity follows from writing the quadratic form with the squares of x₀ + x₁ and x₀ − x₁, weighted by (U + V)/2 and (U − V)/2.
